# Explicit Euler rescales angular momentum in a central field, and symplectic Euler conserves it

A state of the particle is a pair (x, v) of position and velocity in R³, and the force centre is fixed at the origin. The step size h is a real number of either sign, constant along a trajectory, and the arithmetic is exact, so rounding error plays no part. The file opens Mathlib's notation for vectors and for limits.

```lean
import Mathlib

open Matrix Filter

namespace EulerAngularMomentum

noncomputable section
```

A vector is given by its three real Cartesian components.

```lean
/-- Vectors in three-dimensional space. -/
abbrev Vec := Fin 3 → ℝ
```

Angular momentum is taken about the origin and per unit mass:

L = x × v.

In Lean a state `s` has position `s.1` and velocity `s.2`.

```lean
/-- Angular momentum per unit mass, `x × v`, of the state `(x, v)`. -/
def angMom (s : Vec × Vec) : Vec := crossProduct s.1 s.2
```

A central acceleration points along the position vector:

a(x) = g(x) x.

The coefficient g is any real function of position. It need not be continuous or depend only on |x|, so the force need not have a potential. Negative g means attraction. For the harmonic oscillator g = −ω², with ω the angular frequency; for Kepler attraction g = −μ/|x|³ away from the origin, with μ > 0 the strength of the centre.

```lean
/-- The central acceleration field `x ↦ g(x) x`. -/
def central (g : Vec → ℝ) (x : Vec) : Vec := g x • x
```

Explicit Euler advances both variables with the old data:

x' = x + h v,  v' = v + h a(x).

```lean
/-- One explicit Euler step: position and velocity are both advanced with the old data. -/
def explicitEuler (h : ℝ) (a : Vec → Vec) (s : Vec × Vec) : Vec × Vec :=
  (s.1 + h • s.2, s.2 + h • a s.1)
```

Symplectic Euler first kicks the velocity, then drifts with the new one:

v' = v + h a(x),  x' = x + h v'.

Both maps are defined for an arbitrary acceleration field a. The name "symplectic" is the customary one; symplecticity itself is not used below.

```lean
/-- One symplectic Euler step: a kick, then a drift with the new velocity. -/
def symplecticEuler (h : ℝ) (a : Vec → Vec) (s : Vec × Vec) : Vec × Vec :=
  (s.1 + h • (s.2 + h • a s.1), s.2 + h • a s.1)
```

## The explicit Euler factor

Insert the central field into the new angular momentum and expand:

(x + h v) × (v + h g(x) x)
= x × v + h g(x) x × x + h v × v + h² g(x) v × x
= (1 − h² g(x)) x × v.

The two middle terms vanish, and v × x = −(x × v) gives the minus sign. In the proof, `simp only` performs the expansion and removes the vanishing products, the rewrite with `cross_anticomm` reverses the remaining one, and `module` collects the coefficients.

```lean
/-- In a central field, one explicit Euler step multiplies the angular momentum
by `1 - h² g(x)`. -/
theorem explicitEuler_step (h : ℝ) (g : Vec → ℝ) (s : Vec × Vec) :
    angMom (explicitEuler h (central g) s) = (1 - h ^ 2 * g s.1) • angMom s := by
  simp only [angMom, explicitEuler, central, map_add, map_smul, LinearMap.add_apply,
    LinearMap.smul_apply, cross_self]
  -- the surviving cross term is `v × x = -(x × v)`
  rw [← cross_anticomm s.1 s.2]
  module
```

Write x_k for the position after k explicit Euler steps, and L_k for the angular momentum there. Applying the one-step result repeatedly gives

L_n = [∏_{k=0}^{n−1} (1 − h² g(x_k))] L_0.

The factors are evaluated along the numerical trajectory, not the exact one. For n = 0 the product is empty and equals 1. The induction applies the one-step theorem to the state after n steps and absorbs the new factor into the product.

```lean
/-- After `n` explicit Euler steps in a central field, the angular momentum is the initial one
times the product of the factors `1 - h² g(x_k)` along the numerical trajectory. -/
theorem explicitEuler_iterate (h : ℝ) (g : Vec → ℝ) (s : Vec × Vec) (n : ℕ) :
    angMom ((explicitEuler h (central g))^[n] s) =
      (∏ k ∈ Finset.range n, (1 - h ^ 2 * g ((explicitEuler h (central g))^[k] s).1)) •
        angMom s := by
  induction n with
  | zero => simp
  | succ n ih =>
    rw [Function.iterate_succ_apply', explicitEuler_step, ih, smul_smul,
      Finset.prod_range_succ, mul_comm]
```

A single step conserves L when (1 − h² g(x)) L = L, that is, when

h² g(x) L = 0.

This happens exactly when h = 0, g(x) = 0 or L = 0. The proof obtains this equation as `key` and splits it into the three cases; the converse is substitution. Apart from a zero step, then, explicit Euler conserves L only where the force coefficient vanishes or the motion is radial, at rest or at the origin.

```lean
/-- An explicit Euler step in a central field preserves the angular momentum exactly when the
step size, the force coefficient at the current position, or the angular momentum vanishes. -/
theorem explicitEuler_conserves_iff (h : ℝ) (g : Vec → ℝ) (s : Vec × Vec) :
    angMom (explicitEuler h (central g) s) = angMom s ↔
      h = 0 ∨ g s.1 = 0 ∨ angMom s = 0 := by
  rw [explicitEuler_step]
  constructor
  · intro e
    have key : (h ^ 2 * g s.1) • angMom s = 0 := by
      have e2 : (h ^ 2 * g s.1) • angMom s
          = angMom s - (1 - h ^ 2 * g s.1) • angMom s := by module
      rw [e2, e, sub_self]
    rcases smul_eq_zero.mp key with h1 | h1
    · rcases mul_eq_zero.mp h1 with h2 | h2
      · exact Or.inl (pow_eq_zero_iff (two_ne_zero)|>.mp h2)
      · exact Or.inr (Or.inl h2)
    · exact Or.inr (Or.inr h1)
  · rintro (h0 | h0 | h0) <;> simp [h0]
```

## Symplectic Euler and the torque

Let w = v + h a(x) be the velocity after the kick. The drift adds h w to the position, which is parallel to w, so

(x + h w) × w = x × w = x × v + h x × a(x).

The change in L is therefore h times the torque per unit mass at the old position, for any acceleration field. The local statement `drift` is the first equality, and linearity of the cross product gives the second.

```lean
/-- For any acceleration field, one symplectic Euler step changes the angular momentum by the
step size times the torque `x × a(x)` at the old position. -/
theorem symplecticEuler_step (h : ℝ) (a : Vec → Vec) (s : Vec × Vec) :
    angMom (symplecticEuler h a s) = angMom s + h • crossProduct s.1 (a s.1) := by
  -- the drift is parallel to the new velocity and drops out
  have drift : ∀ x w : Vec, crossProduct (x + h • w) w = crossProduct x w := by
    intro x w
    simp only [map_add, map_smul, LinearMap.add_apply, LinearMap.smul_apply, cross_self,
      smul_zero, add_zero]
  simp only [angMom, symplecticEuler]
  rw [drift]
  simp only [map_add, map_smul]
```

In a central field the torque is x × g(x) x = g(x) x × x = 0. Each step leaves L unchanged, and by induction so does any number of steps, whatever the step size. This concerns L alone: it says nothing about the accuracy of the orbit or about energy.

```lean
/-- In a central field, any number of symplectic Euler steps leaves the angular momentum
exactly unchanged. -/
theorem symplecticEuler_iterate (h : ℝ) (g : Vec → ℝ) (s : Vec × Vec) (n : ℕ) :
    angMom ((symplecticEuler h (central g))^[n] s) = angMom s := by
  induction n with
  | zero => rfl
  | succ n ih =>
    rw [Function.iterate_succ_apply', symplecticEuler_step, ih]
    simp only [central, map_smul, cross_self, smul_zero, add_zero]
```

Conversely, suppose that h ≠ 0 and that one step conserves L from every state. Start at rest at x, in the state (x, 0). The step formula gives

h x × a(x) = 0,

and dividing by h shows that the torque vanishes at x. Since x was arbitrary, it vanishes everywhere. The other direction follows directly from the step formula.

```lean
/-- With a nonzero step, symplectic Euler preserves the angular momentum of every state exactly
when the acceleration field exerts no torque about the origin. -/
theorem symplecticEuler_conserves_iff {h : ℝ} (hh : h ≠ 0) (a : Vec → Vec) :
    (∀ s, angMom (symplecticEuler h a s) = angMom s) ↔
      ∀ x, crossProduct x (a x) = 0 := by
  constructor
  · intro H x
    have e := H (x, 0)
    rw [symplecticEuler_step] at e
    exact (smul_eq_zero.mp (add_eq_left.mp e)).resolve_left hh
  · intro H s
    rw [symplecticEuler_step, H, smul_zero, add_zero]
```

## Growth under uniform attraction

Now suppose that g(x) ≤ −κ for all x, with κ ≥ 0. The constant κ is a lower bound on the strength of the attraction per unit distance from the centre; for the harmonic oscillator one may take κ = ω². Every explicit Euler factor then satisfies

1 − h² g(x) ≥ 1 + h² κ ≥ 0.

Since both sides are nonnegative, the inequality survives squaring, and

|L_{n+1}|² = (1 − h² g(x_n))² |L_n|² ≥ (1 + h² κ)² |L_n|².

By induction,

|L_n|² ≥ (1 + h² κ)^(2n) |L_0|².

Lean writes the squared Euclidean length as the dot product `angMom s ⬝ᵥ angMom s`. In the proof, `hfac` is the bound on the factor and `hsq` its square; the `calc` chain combines them with the induction hypothesis.

```lean
/-- If `g ≤ -κ` everywhere with `κ ≥ 0`, the squared length of the angular momentum after `n`
explicit Euler steps is at least `(1 + h² κ)^(2n)` times its initial value. -/
theorem explicitEuler_growth (h : ℝ) {κ : ℝ} (hκ : 0 ≤ κ) (g : Vec → ℝ)
    (hg : ∀ x, g x ≤ -κ) (s : Vec × Vec) (n : ℕ) :
    ((1 + h ^ 2 * κ) ^ 2) ^ n * (angMom s ⬝ᵥ angMom s) ≤
      angMom ((explicitEuler h (central g))^[n] s) ⬝ᵥ
        angMom ((explicitEuler h (central g))^[n] s) := by
  induction n with
  | zero => simp
  | succ n ih =>
    rw [Function.iterate_succ_apply', explicitEuler_step]
    set t := (explicitEuler h (central g))^[n] s
    have hpos : 0 ≤ angMom t ⬝ᵥ angMom t :=
      Finset.sum_nonneg fun i _ => mul_self_nonneg _
    -- the hypothesis `g ≤ -κ` makes each factor at least `1 + h² κ`
    have hfac : 1 + h ^ 2 * κ ≤ 1 - h ^ 2 * g t.1 := by
      nlinarith [mul_le_mul_of_nonneg_left (hg t.1) (sq_nonneg h)]
    have h0 : 0 ≤ 1 + h ^ 2 * κ := by positivity
    have hsq : (1 + h ^ 2 * κ) ^ 2 ≤ (1 - h ^ 2 * g t.1) ^ 2 :=
      pow_le_pow_left₀ h0 hfac 2
    calc ((1 + h ^ 2 * κ) ^ 2) ^ (n + 1) * (angMom s ⬝ᵥ angMom s)
        = (1 + h ^ 2 * κ) ^ 2 *
            (((1 + h ^ 2 * κ) ^ 2) ^ n * (angMom s ⬝ᵥ angMom s)) := by ring
      _ ≤ (1 + h ^ 2 * κ) ^ 2 * (angMom t ⬝ᵥ angMom t) :=
          mul_le_mul_of_nonneg_left ih (sq_nonneg _)
      _ ≤ (1 - h ^ 2 * g t.1) ^ 2 * (angMom t ⬝ᵥ angMom t) :=
          mul_le_mul_of_nonneg_right hsq hpos
      _ = _ := by
          rw [smul_dotProduct, dotProduct_smul, smul_eq_mul, smul_eq_mul]
          ring
```

If κ > 0, h ≠ 0 and L_0 ≠ 0, the ratio (1 + h² κ)² exceeds 1 and |L_0|² is positive. The lower bound is then a divergent geometric sequence, so

|L_n|² → ∞ as n → ∞.

A nonzero step of smaller magnitude lowers this bound for each n ≥ 1 but does not prevent the divergence. Kepler attraction weakens to zero at large distance and so admits no positive κ. With κ = 0 the preceding bound still applies to it, and says that |L_n| never falls below |L_0|.

```lean
/-- If `g ≤ -κ < 0` everywhere, explicit Euler with a fixed nonzero step drives the squared
length of any nonzero initial angular momentum to infinity. -/
theorem explicitEuler_diverges {h κ : ℝ} (hh : h ≠ 0) (hκ : 0 < κ) (g : Vec → ℝ)
    (hg : ∀ x, g x ≤ -κ) (s : Vec × Vec) (hs : angMom s ≠ 0) :
    Tendsto (fun n : ℕ => angMom ((explicitEuler h (central g))^[n] s) ⬝ᵥ
      angMom ((explicitEuler h (central g))^[n] s)) atTop atTop := by
  have hL : 0 < angMom s ⬝ᵥ angMom s :=
    lt_of_le_of_ne (Finset.sum_nonneg fun i _ => mul_self_nonneg _)
      (Ne.symm (mt dotProduct_self_eq_zero.mp hs))
  have hp : 0 < h ^ 2 * κ := by positivity
  have h1 : 1 < (1 + h ^ 2 * κ) ^ 2 := by nlinarith
  -- compare with a divergent geometric sequence
  exact tendsto_atTop_mono (explicitEuler_growth h hκ.le g hg s)
    ((tendsto_pow_atTop_atTop_of_one_lt h1).atTop_mul_const hL)

end

end EulerAngularMomentum
```

For simulations of one particle about a fixed centre, a drift in angular momentum under explicit Euler can thus come entirely from the integrator, even though the force exerts no torque.

```lean
#print axioms EulerAngularMomentum.explicitEuler_conserves_iff
#print axioms EulerAngularMomentum.symplecticEuler_iterate
#print axioms EulerAngularMomentum.symplecticEuler_conserves_iff
#print axioms EulerAngularMomentum.explicitEuler_diverges
```

```
'EulerAngularMomentum.explicitEuler_conserves_iff' depends on axioms: [propext, Classical.choice, Quot.sound]
'EulerAngularMomentum.symplecticEuler_iterate' depends on axioms: [propext, Classical.choice, Quot.sound]
'EulerAngularMomentum.symplecticEuler_conserves_iff' depends on axioms: [propext, Classical.choice, Quot.sound]
'EulerAngularMomentum.explicitEuler_diverges' depends on axioms: [propext, Classical.choice, Quot.sound]
```
